# For positive nonuniform weights on finitely many states, a larger bias factor strictly raises the entropy of the well-tempered law

Take a molecule with two metastable states of weights $p_1 > p_2 > 0$, and let the biased collective variable be the state label itself. Well-tempered sampling of this label with bias factor $\gamma$ aims at a flattened law, proportional to $p_i^a$ with $a = 1/\gamma$. Put $\Delta = \ln(p_1/p_2)$. State 1 then has probability $w = 1/(1+e^{-a\Delta})$, and the entropy is $S = -w\ln w - (1-w)\ln(1-w)$. Since $dw/da = \Delta\,w(1-w)$ and $dS/dw = -\ln\frac{w}{1-w} = -a\Delta$,

$$\frac{dS}{da} = -a\,\Delta^2 w(1-w).$$

The factor $\Delta^2 w(1-w)$ is the variance of $\ln p$, so the entropy falls as $a$ grows from zero. For any finite number of states with positive weights, $dS/da$ is likewise $-a$ times the variance of $\ln p$ under the tempered law.

## The tempered law and its averages

In Lean 4 with Mathlib:

```lean
import Mathlib

open Filter Topology

namespace WellTemperedEntropy

noncomputable section

variable {ι : Type*} [Fintype ι]
```

The type `ι` is the finite set of states, for instance the values of a discrete collective variable.

```lean
/-- The partition sum `Z(a) = ∑ p_i ^ a` of the weights `p` raised to the power `a`. -/
def partitionSum (p : ι → ℝ) (a : ℝ) : ℝ := ∑ i, p i ^ a
```

This is $Z(a) = \sum_i p_i^a$. The weights `p` need not be normalised.

```lean
/-- The tempered law `p_a(i) = p_i ^ a / Z(a)`, for positive weights `p` on a nonempty
finite set. -/
def tempered (p : ι → ℝ) (a : ℝ) (i : ι) : ℝ := p i ^ a / partitionSum p a
```

The sampled law is $p_a(i) = p_i^a/Z(a)$.

```lean
/-- The Shannon entropy `-∑ q_i ln q_i`, for a strictly positive law `q`. -/
def entropy (q : ι → ℝ) : ℝ := -∑ i, q i * Real.log (q i)
```

This is $S(q) = -\sum_i q_i \ln q_i$, in units of $k_B$.

```lean
/-- The average of the observable `f` under the law `q`. -/
def mean (q f : ι → ℝ) : ℝ := ∑ i, q i * f i
```

The mean is $\langle f\rangle_q = \sum_i q_i f_i$; below, $\langle f\rangle_a$ is the mean under $p_a$.

```lean
/-- The variance of the observable `f` under the law `q`. -/
def variance (q f : ι → ℝ) : ℝ := ∑ i, q i * (f i - mean q f) ^ 2
```

The variance is $\sum_i q_i (f_i - \langle f\rangle_q)^2$, written $\mathrm{Var}_a(f)$ under $p_a$.

```lean
/-- The partition sum of positive weights on a nonempty finite set is positive. -/
lemma partitionSum_pos [Nonempty ι] {p : ι → ℝ} (hp : ∀ i, 0 < p i) (a : ℝ) :
    0 < partitionSum p a :=
  Finset.sum_pos (fun i _ => Real.rpow_pos_of_pos (hp i) a) Finset.univ_nonempty
```

The hypothesis `hp` says that every weight is positive. A nonempty sum of positive terms is positive, so $Z(a) > 0$.

```lean
/-- For positive weights on a nonempty finite set, the tempered law is normalised. -/
lemma sum_tempered [Nonempty ι] {p : ι → ℝ} (hp : ∀ i, 0 < p i) (a : ℝ) :
    ∑ i, tempered p a i = 1 := by
  unfold tempered
  rw [← Finset.sum_div]
  exact div_self (partitionSum_pos hp a).ne'
```

Dividing $\sum_i p_i^a$ by $Z(a)$ gives 1.

```lean
/-- An average under the tempered law is a weighted sum divided by the partition sum. -/
lemma mean_tempered (p : ι → ℝ) (a : ℝ) (f : ι → ℝ) :
    mean (tempered p a) f = (∑ i, p i ^ a * f i) / partitionSum p a := by
  unfold mean tempered
  rw [Finset.sum_div]
  exact Finset.sum_congr rfl (fun i _ => by ring)
```

Averages are ratios: $\langle f\rangle_a = \sum_i p_i^a f_i / Z(a)$.

```lean
/-- Tempering the Boltzmann weights `exp (-β F)` of a free-energy profile `F` with exponent `a`
gives the Boltzmann law of `F` at inverse temperature `a β`. -/
theorem tempered_boltzmann (F : ι → ℝ) (β a : ℝ) (i : ι) :
    tempered (fun j => Real.exp (-β * F j)) a i =
      Real.exp (-(a * β) * F i) / ∑ j, Real.exp (-(a * β) * F j) := by
  have h : ∀ j, Real.exp (-β * F j) ^ a = Real.exp (-(a * β) * F j) := by
    intro j
    rw [← Real.exp_mul]
    congr 1
    ring
  simp only [tempered, partitionSum, h]
```

For a free-energy profile $F$ at inverse temperature $\beta$, $(e^{-\beta F_i})^a = e^{-a\beta F_i}$. The tempered law is therefore the Boltzmann law of the same profile $F$, held fixed, at inverse temperature $a\beta$. This is the well-tempered target when $a = 1/\gamma$. That a biased simulation converges to this target is a separate matter, which the theorems leave open.

## The derivative of the entropy

```lean
/-- For positive weights on a nonempty finite set, the entropy of the tempered law is
`ln Z(a) - a ⟨ln p⟩_a`. -/
theorem entropy_tempered [Nonempty ι] {p : ι → ℝ} (hp : ∀ i, 0 < p i) (a : ℝ) :
    entropy (tempered p a) =
      Real.log (partitionSum p a) - a * mean (tempered p a) (fun i => Real.log (p i)) := by
  have h : ∀ i, tempered p a i * Real.log (tempered p a i) =
      a * (tempered p a i * Real.log (p i))
        - Real.log (partitionSum p a) * tempered p a i := by
    intro i
    have hl : Real.log (tempered p a i) =
        a * Real.log (p i) - Real.log (partitionSum p a) := by
      unfold tempered
      rw [Real.log_div (Real.rpow_pos_of_pos (hp i) a).ne' (partitionSum_pos hp a).ne',
        Real.log_rpow (hp i)]
    rw [hl]
    ring
  unfold entropy mean
  rw [Finset.sum_congr rfl (fun i _ => h i), Finset.sum_sub_distrib, ← Finset.mul_sum,
    ← Finset.mul_sum, sum_tempered hp]
  ring
```

By hand, $\ln p_a(i) = a\ln p_i - \ln Z(a)$, which is `hl`. Multiplying by $-p_a(i)$, summing and using normalisation gives

$$S(p_a) = \ln Z(a) - a\langle \ln p\rangle_a.$$

```lean
/-- For positive weights, the derivative of the partition sum is `∑ p_i ^ a ln p_i`. -/
lemma hasDerivAt_partitionSum {p : ι → ℝ} (hp : ∀ i, 0 < p i) (a : ℝ) :
    HasDerivAt (partitionSum p) (∑ i, p i ^ a * Real.log (p i)) a := by
  change HasDerivAt (fun b => ∑ i, p i ^ b) _ a
  apply HasDerivAt.fun_sum
  intro i _
  exact (Real.hasStrictDerivAt_const_rpow (hp i) a).hasDerivAt
```

`HasDerivAt f c a` says that $f$ is differentiable at $a$ with derivative $c$. Termwise, $\frac{d}{da}p_i^a = p_i^a\ln p_i$.

```lean
/-- Fluctuation formula: for positive weights on a nonempty finite set, the average of `ln p`
under the tempered law changes with `a` at the rate `Var_a(ln p)`. -/
theorem hasDerivAt_mean_log [Nonempty ι] {p : ι → ℝ} (hp : ∀ i, 0 < p i) (a : ℝ) :
    HasDerivAt (fun b => mean (tempered p b) (fun i => Real.log (p i)))
      (variance (tempered p a) (fun i => Real.log (p i))) a := by
  have hN : HasDerivAt (fun b => ∑ i, p i ^ b * Real.log (p i))
      (∑ i, p i ^ a * (Real.log (p i) * Real.log (p i))) a := by
    apply HasDerivAt.fun_sum
    intro i _
    exact ((Real.hasStrictDerivAt_const_rpow (hp i) a).hasDerivAt.mul_const
      (Real.log (p i))).congr_deriv (by ring)
  -- the variance is the mean square minus the squared mean
  have hv : variance (tempered p a) (fun i => Real.log (p i)) =
      mean (tempered p a) (fun i => Real.log (p i) * Real.log (p i))
        - mean (tempered p a) (fun i => Real.log (p i)) ^ 2 := by
    have h : ∀ m : ℝ, ∑ i, tempered p a i * (Real.log (p i) - m) ^ 2 =
        ∑ i, tempered p a i * (Real.log (p i) * Real.log (p i))
          - 2 * m * ∑ i, tempered p a i * Real.log (p i)
          + m ^ 2 * ∑ i, tempered p a i := by
      intro m
      rw [Finset.mul_sum, Finset.mul_sum, ← Finset.sum_sub_distrib,
        ← Finset.sum_add_distrib]
      exact Finset.sum_congr rfl (fun i _ => by ring)
    unfold variance mean
    rw [h, sum_tempered hp]
    ring
  have key : ∀ A N Z : ℝ, Z ≠ 0 → (A * Z - N * N) / Z ^ 2 = A / Z - (N / Z) ^ 2 := by
    intro A N Z hZ
    field_simp
  have hZ := (partitionSum_pos hp a).ne'
  rw [funext fun b => mean_tempered p b (fun i => Real.log (p i)), hv,
    mean_tempered, mean_tempered]
  exact (hN.fun_div (hasDerivAt_partitionSum hp a) hZ).congr_deriv (key _ _ _ hZ)
```

Let $L = \sum_i p_i^a \ln p_i$ and $Q = \sum_i p_i^a (\ln p_i)^2$. Then $Z' = L$ and $L' = Q$ (`hN`), so the quotient rule gives

$$\frac{d}{da}\frac{L}{Z} = \frac{QZ - L^2}{Z^2} = \frac{Q}{Z} - \Big(\frac{L}{Z}\Big)^2 = \mathrm{Var}_a(\ln p).$$

The middle equality is `key`, where `A` and `N` stand for $Q$ and $L$. The last is `hv`, obtained by expanding the square in the variance.

```lean
/-- For positive weights on a nonempty finite set, the entropy of the tempered law has
derivative `-a Var_a(ln p)` with respect to the exponent `a`. -/
theorem hasDerivAt_entropy [Nonempty ι] {p : ι → ℝ} (hp : ∀ i, 0 < p i) (a : ℝ) :
    HasDerivAt (fun b => entropy (tempered p b))
      (-a * variance (tempered p a) (fun i => Real.log (p i))) a := by
  rw [funext fun b => entropy_tempered hp b]
  have hL := (hasDerivAt_partitionSum hp a).log (partitionSum_pos hp a).ne'
  have hM := (hasDerivAt_id' a).fun_mul (hasDerivAt_mean_log hp a)
  -- the two contributions of the mean of `ln p` cancel
  refine (hL.fun_sub hM).congr_deriv ?_
  rw [mean_tempered]
  ring
```

Differentiating the entropy formula,

$$\frac{dS}{da} = \frac{Z'}{Z} - \langle\ln p\rangle_a - a\,\mathrm{Var}_a(\ln p) = -a\,\mathrm{Var}_a(\ln p),$$

because $Z'/Z = \langle\ln p\rangle_a$. This holds for every real $a$, and for uniform weights too, where both sides vanish.

## From the derivative to the bias factor

```lean
/-- Under a strictly positive law, an observable that takes two different values has
positive variance. -/
lemma variance_pos {q f : ι → ℝ} (hq : ∀ i, 0 < q i) {i j : ι} (hf : f i ≠ f j) :
    0 < variance q f := by
  have hk : ∃ k, f k ≠ mean q f := by
    by_contra hcon
    push Not at hcon
    exact hf ((hcon i).trans (hcon j).symm)
  obtain ⟨k, hk⟩ := hk
  exact Finset.sum_pos' (fun l _ => mul_nonneg (hq l).le (sq_nonneg _))
    ⟨k, Finset.mem_univ k, mul_pos (hq k) (sq_pos_of_ne_zero (sub_ne_zero.mpr hk))⟩
```

If $f$ equalled its mean at every state, it would be constant. So some state $k$ contributes a positive term to the variance, and no term is negative.

```lean
/-- For positive nonuniform weights, the entropy of the tempered law is strictly decreasing
in the exponent `a ≥ 0`. -/
theorem entropy_strictAntiOn {p : ι → ℝ} (hp : ∀ i, 0 < p i) (hne : ∃ i j, p i ≠ p j) :
    StrictAntiOn (fun a => entropy (tempered p a)) (Set.Ici 0) := by
  obtain ⟨i, j, hij⟩ := hne
  have : Nonempty ι := ⟨i⟩
  apply strictAntiOn_of_deriv_neg (convex_Ici 0)
  · exact fun a _ => (hasDerivAt_entropy hp a).continuousAt.continuousWithinAt
  · intro a ha
    rw [interior_Ici] at ha
    have ha' : 0 < a := ha
    have hlog : Real.log (p i) ≠ Real.log (p j) :=
      fun h => hij (Real.log_injOn_pos (hp i) (hp j) h)
    have hv : 0 < variance (tempered p a) (fun k => Real.log (p k)) :=
      variance_pos (fun k => div_pos (Real.rpow_pos_of_pos (hp k) a)
        (partitionSum_pos hp a)) hlog
    rw [(hasDerivAt_entropy hp a).deriv]
    linarith [mul_pos ha' hv]
```

The hypothesis `hne` says that two states have different weights. Their logarithms then differ, the variance is positive, and $dS/da < 0$ for $a > 0$. At $a = 0$ the derivative vanishes, but continuity there extends strict decrease to the closed half-line `Set.Ici 0`.

```lean
/-- For positive nonuniform weights, raising the bias factor `γ = 1/a > 0` strictly raises the
entropy of the sampled law. -/
theorem entropy_strictMonoOn_biasFactor {p : ι → ℝ} (hp : ∀ i, 0 < p i)
    (hne : ∃ i j, p i ≠ p j) :
    StrictMonoOn (fun γ => entropy (tempered p (1 / γ))) (Set.Ioi 0) := by
  intro x hx y hy hxy
  have hx' : 0 < x := Set.mem_Ioi.mp hx
  have hy' : 0 < y := Set.mem_Ioi.mp hy
  have hxi : 1 / x ∈ Set.Ici (0 : ℝ) := Set.mem_Ici.mpr (one_div_pos.mpr hx').le
  have hyi : 1 / y ∈ Set.Ici (0 : ℝ) := Set.mem_Ici.mpr (one_div_pos.mpr hy').le
  exact entropy_strictAntiOn hp hne hyi hxi (one_div_lt_one_div_of_lt hx' hxy)
```

If $0 < x < y$, then $1/y < 1/x$, and the previous theorem gives the larger entropy to bias factor $y$. For a converged run on a discrete collective variable with nonuniform weights, a larger $\gamma$ thus means a broader histogram, as measured by entropy; the speed of barrier crossing is a different question. If a continuous coordinate is biased and then sorted into bins, the tempered weight of a bin is an integral of the density to the power $a$, not a power of the bin's weight, and the entropy of a coarse histogram can fall as $\gamma$ grows.

```lean
/-- For positive nonuniform weights on `N` states, the entropy at every bias factor `γ > 0` is
below `ln N`, and it tends to `ln N` as `γ` grows without bound. -/
theorem entropy_biasFactor_limit {p : ι → ℝ} (hp : ∀ i, 0 < p i) (hne : ∃ i j, p i ≠ p j) :
    (∀ γ : ℝ, 0 < γ → entropy (tempered p (1 / γ)) < Real.log (Fintype.card ι)) ∧
      Tendsto (fun γ : ℝ => entropy (tempered p (1 / γ))) atTop
        (𝓝 (Real.log (Fintype.card ι))) := by
  have : Nonempty ι := ⟨hne.choose⟩
  -- at `a = 0` all states are equally likely
  have h0 : entropy (tempered p 0) = Real.log (Fintype.card ι) := by
    rw [entropy_tempered hp]
    simp [partitionSum]
  rw [← h0]
  constructor
  · intro γ hγ
    have hγi : 1 / γ ∈ Set.Ici (0 : ℝ) := Set.mem_Ici.mpr (one_div_pos.mpr hγ).le
    exact entropy_strictAntiOn hp hne (Set.mem_Ici.mpr le_rfl) hγi (one_div_pos.mpr hγ)
  · simp only [one_div]
    exact (hasDerivAt_entropy hp 0).continuousAt.tendsto.comp tendsto_inv_atTop_zero

end

end WellTemperedEntropy
```

With $N$ states, $Z(0) = N$ and $S(p_0) = \ln N$. Since $1/\gamma > 0$, strict decrease puts the entropy below $\ln N$; since $1/\gamma \to 0$ as $\gamma\to\infty$, continuity at $a=0$ gives the limit. In the two-state example, expansion for large $\gamma$ gives a leading deficit of $\Delta^2/(8\gamma^2)$ below $\ln 2$.

A model with a probability density on a continuous coordinate would replace the sums by integrals, whose convergence would need hypotheses. On an unbounded line there is no uniform density to play the part of $p_0$.

```lean
#print axioms WellTemperedEntropy.tempered_boltzmann
#print axioms WellTemperedEntropy.entropy_strictMonoOn_biasFactor
#print axioms WellTemperedEntropy.entropy_biasFactor_limit
```

```
'WellTemperedEntropy.tempered_boltzmann' depends on axioms: [propext, Classical.choice, Quot.sound]
'WellTemperedEntropy.entropy_strictMonoOn_biasFactor' depends on axioms: [propext, Classical.choice, Quot.sound]
'WellTemperedEntropy.entropy_biasFactor_limit' depends on axioms: [propext, Classical.choice, Quot.sound]
```
